# In an orthonormal energy eigenbasis, the Gibbs state of a finite-dimensional system is diagonal with the Gibbs weights as entries

The theorem concerns a quantum system with a finite-dimensional Hamiltonian matrix `H`, whose eigenvectors are the columns of a unitary `U` and whose energies `E k` are real. For every real β it states that the Gibbs state, exp(−βH) divided by its trace, equals `U * D * Uᴴ`, where `D` is diagonal with entries exp(−βE_k) / ∑_j exp(−βE_j). The attempt writes −βH as a diagonal matrix conjugated by `U`, so that the matrix exponential reduces to exponentials of the diagonal entries. The trace then gives the partition function, and dividing by it turns the Boltzmann factors into the weights.

Lean 4 with Mathlib refuses this proof:

```lean
import Mathlib

open Matrix NormedSpace

namespace GibbsEigenbasis

noncomputable section

variable {n : Type*} [Fintype n] [DecidableEq n]

/-- The Gibbs state `exp(-βH) / Tr exp(-βH)`, for `H` with nonzero partition function. -/
def gibbs (β : ℝ) (H : Matrix n n ℂ) : Matrix n n ℂ :=
  (trace (NormedSpace.exp (-(β : ℂ) • H)))⁻¹ • NormedSpace.exp (-(β : ℂ) • H)

/-- The columns of the unitary `U` are eigenvectors of `H` with real energies `E`. -/
structure IsEigenbasis (H : Matrix n n ℂ) (E : n → ℝ) (U : Matrix n n ℂ) : Prop where
  unitary : Uᴴ * U = 1
  eigen : H * U = U * diagonal (fun k => (E k : ℂ))

/-- The Gibbs weight of level `k`, for a nonempty set of levels. -/
def weight (β : ℝ) (E : n → ℝ) (k : n) : ℝ :=
  Real.exp (-β * E k) / ∑ j, Real.exp (-β * E j)

/-- In an energy eigenbasis the Gibbs state is diagonal, with the Gibbs weights as entries. -/
theorem gibbs_eigenbasis {H U : Matrix n n ℂ} {E : n → ℝ} (h : IsEigenbasis H E U) (β : ℝ) :
    gibbs β H = U * diagonal (fun k => (weight β E k : ℂ)) * Uᴴ := by
  have hU : U * Uᴴ = 1 := mul_eq_one_comm.mp h.unitary
  have hinv : U⁻¹ = Uᴴ := Matrix.inv_eq_right_inv hU
  have hunit : IsUnit U := ⟨⟨U, Uᴴ, hU, h.unitary⟩, rfl⟩
  have hH : -(β : ℂ) • H = U * diagonal (fun k => -(β : ℂ) * (E k : ℂ)) * U⁻¹ := by
    have hd : diagonal (fun k => -(β : ℂ) * (E k : ℂ)) =
        -(β : ℂ) • diagonal (fun k => (E k : ℂ)) := by
      ext i j
      by_cases hij : i = j <;> simp [Matrix.diagonal_apply, hij]
    rw [hd, hinv, Matrix.mul_smul, Matrix.smul_mul, ← h.eigen, Matrix.mul_assoc, hU,
      Matrix.mul_one]
  have hd : NormedSpace.exp (diagonal (fun k => -(β : ℂ) * (E k : ℂ))) =
      diagonal (fun k => ((Real.exp (-β * E k) : ℝ) : ℂ)) := by
    rw [Matrix.exp_diagonal]
    congr 1
    funext k
    rw [Pi.exp_apply, ← Complex.exp_eq_exp_ℂ]
    push_cast
    rfl
  -- the partition function is the sum of the Boltzmann factors
  have htr : trace (U * diagonal (fun k => ((Real.exp (-β * E k) : ℝ) : ℂ)) * Uᴴ) =
      ∑ k, ((Real.exp (-β * E k) : ℝ) : ℂ) := by
    rw [Matrix.trace_mul_comm, ← Matrix.mul_assoc, h.unitary, Matrix.one_mul,
      Matrix.trace_diagonal]
  have hp : diagonal (fun k => (weight β E k : ℂ)) =
      (∑ k, ((Real.exp (-β * E k) : ℝ) : ℂ))⁻¹ •
        diagonal (fun k => ((Real.exp (-β * E k) : ℝ) : ℂ)) := by
    ext i j
    by_cases hij : i = j
    · subst hij
      simp [weight, div_eq_inv_mul]
    · simp [hij]
  rw [gibbs, hH, Matrix.exp_conj _ _ hunit, hd, hinv, htr, hp, Matrix.mul_smul,
    Matrix.smul_mul]

end

end GibbsEigenbasis
```

The error:

```
Main.lean:42:8: error(lean.unknownIdentifier): Unknown identifier `Pi.exp_apply`
Main.lean:34:37: warning: This simp argument is unused:
  Matrix.diagonal_apply

Hint: Omit it from the simp argument list.
  [apply] simp [hij]

Note: This linter can be disabled with `set_option linter.unusedSimpArgs false`
```

Cause. The error says that Lean knows no declaration called `Pi.exp_apply`, so the `rw` that cites it cannot run. The step itself is sound. After `Matrix.exp_diagonal`, the diagonal entries are given by `NormedSpace.exp` of a whole function, and `funext k` asks for the value of that exponential at `k`. A lemma is needed to say that this is the exponential of the function's value at `k`. The repair cites `Pi.coe_exp`, which does this. The next rewrite, with `Complex.exp_eq_exp_ℂ` read from right to left, can then turn the exponential of a complex number into `Complex.exp`, and `push_cast` and `rfl` finish the comparison with the real exponential cast to ℂ.

The warning is a separate matter: `simp` did not use `Matrix.diagonal_apply` in the proof that the scalar −β can be taken outside the diagonal matrix. Removing it is mere tidying and plays no part in curing the error.

The repair, with which the file compiles:

```diff
@@ -32,5 +32,5 @@
         -(β : ℂ) • diagonal (fun k => (E k : ℂ)) := by
       ext i j
-      by_cases hij : i = j <;> simp [Matrix.diagonal_apply, hij]
+      by_cases hij : i = j <;> simp [hij]
     rw [hd, hinv, Matrix.mul_smul, Matrix.smul_mul, ← h.eigen, Matrix.mul_assoc, hU,
       Matrix.mul_one]
@@ -40,5 +40,5 @@
     congr 1
     funext k
-    rw [Pi.exp_apply, ← Complex.exp_eq_exp_ℂ]
+    rw [Pi.coe_exp, ← Complex.exp_eq_exp_ℂ]
     push_cast
     rfl
```
